# If a functional is differentiable at the equal-weight density matrix, one Hermitian matrix gives all its linearised state energies

**Q.** If I evaluate a nonlinear functional separately for each state, the energies need not belong to any single Hamiltonian. Take two states, a density matrix $\rho$ and $f(\rho)=\rho_{11}^2+\mathrm{Re}\,\rho_{12}$. The states $(1,0)$ and $(0,1)$ get energies $1$ and $0$, with sum $1$. The states $(1,\pm1)/\sqrt2$ get $3/4$ and $-1/4$, with sum $1/2$. Expectation values of one matrix over an orthonormal basis always add up to its trace, so no matrix reproduces these energies. What does linearising change?

**A.** It makes the energy affine in the density matrix. Let the model space have $n\ge1$ orthonormal states, let $v$ be a unit vector of coefficients and $vv^*$ its density matrix. Write $r=1/n$ for the identity divided by $n$, and $L=Df(r)$ for the derivative there, a real linear map on Hermitian matrices. The linearised energy of $v$ is $f(r)+L(vv^*-r)$.

Suppose $L(A)=\mathrm{tr}(GA)$ for some Hermitian $G$. Put $H=G+(f(r)-L(r))\,1$. Since $\mathrm{tr}(vv^*)=1$,
$$v^*Hv=L(vv^*)+f(r)-L(r)=f(r)+L(vv^*-r).$$
In the same way $\mathrm{tr}(H)/n=\mathrm{tr}(Hr)=L(r)+f(r)-L(r)=f(r)$.

**Q.** Why does $G$ exist, and why is $H$ unique?

**A.** Both rest on one fact: if $v^*Dv=0$ for all unit $v$, then $D=0$. Scaling extends the hypothesis to all vectors. Inserting $x+y$ and $x+iy$ gives
$$x^*Dy+y^*Dx=0,\qquad i\,x^*Dy-i\,y^*Dx=0,$$
so $x^*Dy=0$ for all $x,y$. Choosing $x=Dy$ gives $Dy=0$.

Two candidates for $H$ have equal expectation values, so their difference vanishes. For $G$, consider the map that sends $G$ to the functional $A\mapsto\mathrm{tr}(GA)$. Testing on $A=vv^*$ shows that it is injective. The Hermitian matrices and their dual have the same finite real dimension, so it is also surjective.

**Q.** Do my two-state numbers come out right?

**A.** At $r=1/2$ we have $f(r)=1/4$, $L(A)=A_{11}+\mathrm{Re}\,A_{12}$ and $L(r)=1/2$. Hence
$$G=\begin{pmatrix}1&1/2\\1/2&0\end{pmatrix},\qquad H=\begin{pmatrix}3/4&1/2\\1/2&-1/4\end{pmatrix}.$$
Both of your bases now give $3/4$ and $-1/4$, with sum $1/2$, and $\mathrm{tr}(H)/2=1/4=f(r)$. The eigenvalues are $1/4\pm1/\sqrt2$. For $n=1$ the only density matrix is $r=1$, and $H$ is the number $f(1)$.

**Q.** Now the formalisation. What kind of object is the functional?

**A.** It is a function `f : Herm ι → ℝ`, where the finite type `ι` labels the model states and `Herm ι` is the real vector space of Hermitian matrices.

In Lean 4 with Mathlib:

```lean
import Mathlib

open Matrix

namespace LinearizedPairDensityFunctional

noncomputable section

attribute [local instance] Matrix.normedAddCommGroup Matrix.normedSpace

variable {ι : Type*} [Fintype ι] [DecidableEq ι]

/-- The real vector space of Hermitian matrices on the model space. -/
def Herm (ι : Type*) [Fintype ι] : Submodule ℝ (Matrix ι ι ℂ) where
  carrier := {A | Aᴴ = A}
  add_mem' := by
    intro A B hA hB
    show (A + B)ᴴ = A + B
    rw [conjTranspose_add, show Aᴴ = A from hA, show Bᴴ = B from hB]
  zero_mem' := conjTranspose_zero
  smul_mem' := by
    intro c A hA
    show (c • A)ᴴ = c • A
    rw [conjTranspose_smul, star_trivial, show Aᴴ = A from hA]
```

A state vector enters through its density matrix.

```lean
/-- The Hermitian matrix `v v*`, which is the density matrix of `v` when `v` is a unit vector. -/
def pureState (v : ι → ℂ) : Herm ι :=
  ⟨vecMulVec v (star v), by
    show (vecMulVec v (star v))ᴴ = vecMulVec v (star v)
    ext i j
    simp [conjTranspose_apply, vecMulVec_apply, mul_comm]⟩
```

The reference $r=1/n$ is `mixed`, with $n$ written as `Fintype.card ι`.

```lean
/-- The identity matrix as a Hermitian matrix. -/
def identity : Herm ι := ⟨1, conjTranspose_one⟩

/-- The equal-weight state-averaged density matrix, identity divided by dimension. -/
def mixed : Herm ι := ((Fintype.card ι : ℝ)⁻¹) • identity
```

**Q.** Pair-density functionals take a density and an on-top pair density, not a matrix like this.

**A.** With fixed orbitals, both are linear in the model-space density matrix, and so is the one-particle density matrix, which supplies the kinetic energy. The total energy is therefore a function of the model-space density matrix. Near $r$ every Hermitian matrix is positive definite, so the same formula applies there; where it is undefined, `f` may be given any value. The file constructs no particular functional. Differentiability at the reference is assumed: physically, the energy must respond linearly to small changes of the state mixture, which excludes a kink there.

**Q.** And the energy? I see a real part being taken.

**A.** `expect` is $v^*Hv$ as a real number. Nothing is lost, because `expect_real` below shows that the imaginary part is zero. `rotate U` is the map $A\mapsto UAU^*$, a change of basis when $U$ is unitary.

```lean
/-- The real part of `v* H v`, which is the expectation value of `H` when `v` is a unit vector. -/
def expect (H : Herm ι) (v : ι → ℂ) : ℝ := (star v ⬝ᵥ H.1 *ᵥ v).re

/-- The map `A ↦ U A U*` on Hermitian matrices, a change of basis when `U` is unitary. -/
def rotate (U : Matrix ι ι ℂ) (A : Herm ι) : Herm ι :=
  ⟨U * A.1 * Uᴴ, by
    show (U * A.1 * Uᴴ)ᴴ = U * A.1 * Uᴴ
    rw [conjTranspose_mul, conjTranspose_mul, conjTranspose_conjTranspose,
      show A.1ᴴ = A.1 from A.2, Matrix.mul_assoc]⟩
```

**Q.** Is "effective Hamiltonian" defined so that the theorem is true by construction?

**A.** No. The definition only says that, for each unit $v$, the number $v^*Hv-f(r)$ is the derivative at $t=0$ of $f(r+t(vv^*-r))$. It doesn't say that such an $H$ exists.

```lean
/-- `H` is an effective Hamiltonian for `f` at `r` if, for each unit vector `v`, `v* H v - f r`
is the derivative of `f` at `r` along the line from `r` towards `v v*`. -/
def IsEffectiveHamiltonian (f : Herm ι → ℝ) (r H : Herm ι) : Prop :=
  ∀ v : ι → ℂ, star v ⬝ᵥ v = 1 →
    HasDerivAt (fun t : ℝ => f (r + t • (pureState v - r))) (expect H v - f r) 0
```

For $r=1/n$ and small positive $t$, these lines run through genuine density matrices, although `f` is defined on all Hermitian matrices.

**Q.** Then take me through the proof.

**A.** First comes the fact about vanishing expectation values. `hpos` says that a nonzero vector has positive squared norm, `hall` is the scaling step and `hxy` the polarisation. The last lines take $y$ to be a basis vector and $x=Dy$, which shows that each column of $D$ is zero.

```lean
/-- A complex matrix whose expectation value vanishes in every normalised state is zero. -/
theorem eq_zero_of_expectation (D : Matrix ι ι ℂ)
    (h : ∀ v : ι → ℂ, star v ⬝ᵥ v = 1 → star v ⬝ᵥ D *ᵥ v = 0) : D = 0 := by
  have hpos : ∀ v : ι → ℂ, v ≠ 0 → ∃ s : ℝ, 0 < s ∧ star v ⬝ᵥ v = (s : ℂ) := by
    intro v hv
    obtain ⟨i, hi⟩ := Function.ne_iff.mp hv
    refine ⟨∑ i, Complex.normSq (v i), Finset.sum_pos' (fun i _ => Complex.normSq_nonneg _)
      ⟨i, Finset.mem_univ i, Complex.normSq_pos.mpr hi⟩, ?_⟩
    rw [Complex.ofReal_sum]
    refine Finset.sum_congr rfl fun i _ => ?_
    rw [Complex.normSq_eq_conj_mul_self]
    rfl
  -- normalise an arbitrary vector
  have hall : ∀ v : ι → ℂ, star v ⬝ᵥ D *ᵥ v = 0 := by
    intro v
    by_cases hv : v = 0
    · simp [hv]
    obtain ⟨s, hs, hvs⟩ := hpos v hv
    obtain ⟨c, hc⟩ : ∃ c : ℝ, c * c * s = 1 :=
      ⟨(√s)⁻¹, by rw [← mul_inv, Real.mul_self_sqrt hs.le, inv_mul_cancel₀ hs.ne']⟩
    have hc' : (c : ℂ) * c * s = 1 := by exact_mod_cast hc
    have h1 := h ((c : ℂ) • v) (by
      simp only [star_smul, smul_dotProduct, dotProduct_smul, smul_eq_mul, Complex.star_def,
        Complex.conj_ofReal, hvs]
      linear_combination hc')
    simp only [star_smul, mulVec_smul, smul_dotProduct, dotProduct_smul, smul_eq_mul,
      Complex.star_def, Complex.conj_ofReal] at h1
    linear_combination (s : ℂ) * h1 - (star v ⬝ᵥ D *ᵥ v) * hc'
  -- polarisation
  have hxy : ∀ x y : ι → ℂ, star x ⬝ᵥ D *ᵥ y = 0 := by
    intro x y
    have h1 := hall (x + y)
    have h2 := hall (x + Complex.I • y)
    simp only [star_add, star_smul, mulVec_add, mulVec_smul, add_dotProduct, dotProduct_add,
      smul_dotProduct, dotProduct_smul, smul_eq_mul, Complex.star_def, Complex.conj_I,
      hall x, hall y, mul_zero, add_zero, zero_add] at h1 h2
    linear_combination (1 / 2) * h1 - (Complex.I / 2) * h2
      + ((star x ⬝ᵥ D *ᵥ y - star y ⬝ᵥ D *ᵥ x) / 2) * Complex.I_sq
  ext i j
  have hz : D *ᵥ Pi.single j 1 = 0 := by
    by_contra hne
    obtain ⟨s, hs, he⟩ := hpos _ hne
    rw [hxy] at he
    exact hs.ne (by exact_mod_cast he)
  have hij := congrFun hz i
  simpa [Matrix.mulVec, dotProduct, Pi.single_apply] using hij
```

The next three lemmas show that $\mathrm{tr}(AB)$ is real for Hermitian $A,B$, that $\mathrm{tr}(H\,vv^*)=v^*Hv$, and hence that $v^*Hv$ is real.

```lean
omit [DecidableEq ι] in
/-- The trace of a product of two Hermitian matrices is real. -/
theorem trace_mul_im (A B : Herm ι) : (trace (A.1 * B.1)).im = 0 := by
  have h : star (trace (A.1 * B.1)) = trace (A.1 * B.1) := by
    rw [← trace_conjTranspose, conjTranspose_mul, show A.1ᴴ = A.1 from A.2,
      show B.1ᴴ = B.1 from B.2, trace_mul_comm]
  exact Complex.conj_eq_iff_im.mp h

omit [DecidableEq ι] in
/-- The trace of `H` against the matrix `v v*` is `v* H v`. -/
theorem trace_mul_pureState (H : Herm ι) (v : ι → ℂ) :
    trace (H.1 * (pureState v).1) = star v ⬝ᵥ H.1 *ᵥ v := by
  simp only [pureState, trace, diag_apply, mul_apply, vecMulVec_apply, dotProduct, mulVec,
    Finset.mul_sum]
  exact Finset.sum_congr rfl fun i _ => Finset.sum_congr rfl fun j _ => by ring

omit [DecidableEq ι] in
/-- The complex number `v* H v` equals its real part when `H` is Hermitian. -/
theorem expect_real (H : Herm ι) (v : ι → ℂ) :
    star v ⬝ᵥ H.1 *ᵥ v = (expect H v : ℂ) := by
  have h := trace_mul_im H (pureState v)
  rw [trace_mul_pureState] at h
  exact Complex.ext (by simp [expect]) (by simpa using h)
```

Expectation values therefore determine a Hermitian matrix.

```lean
/-- Two Hermitian matrices with equal expectation values in all normalised states are equal. -/
theorem eq_of_expect (H K : Herm ι)
    (h : ∀ v : ι → ℂ, star v ⬝ᵥ v = 1 → expect H v = expect K v) : H = K := by
  apply Subtype.ext
  refine sub_eq_zero.mp (eq_zero_of_expectation _ fun v hv => ?_)
  rw [sub_mulVec, dotProduct_sub, expect_real H v, expect_real K v, h v hv, sub_self]
```

The existence of $G$ follows by the dimension count: `T` is the map from $G$ to its trace functional, and `hinj` is its injectivity.

```lean
/-- Every real linear functional of Hermitian matrices is the trace against a Hermitian matrix. -/
theorem exists_gradient (L : Herm ι →ₗ[ℝ] ℝ) :
    ∃ G : Herm ι, ∀ A : Herm ι, (trace (G.1 * A.1)).re = L A := by
  let T : Herm ι →ₗ[ℝ] Module.Dual ℝ (Herm ι) :=
    LinearMap.mk₂ ℝ (fun G A : Herm ι => (trace (G.1 * A.1)).re)
      (by intros; simp [add_mul]) (by intros; simp)
      (by intros; simp [mul_add]) (by intros; simp)
  have hinj : Function.Injective T := by
    intro G K hGK
    refine eq_of_expect G K fun v _ => ?_
    have h : (trace (G.1 * (pureState v).1)).re = (trace (K.1 * (pureState v).1)).re :=
      LinearMap.congr_fun hGK (pureState v)
    rwa [trace_mul_pureState, trace_mul_pureState] at h
  -- equal dimensions turn injectivity into surjectivity
  obtain ⟨G, hG⟩ := (LinearMap.injective_iff_surjective_of_finrank_eq_finrank
    (Subspace.dual_finrank_eq (K := ℝ) (V := Herm ι)).symm).mp hinj L
  exact ⟨G, fun A => LinearMap.congr_fun hG A⟩
```

**Q.** Where does the formula with $Df(r)$ appear? The definition only mentions derivatives along lines.

**A.** In the next theorem. For differentiable `f`, the definition holds exactly when $v^*Hv=f(r)+Df(r)(vv^*-r)$ for every unit $v$. The proof uses the chain rule along the line and the uniqueness of derivatives.

```lean
omit [DecidableEq ι] in
/-- For differentiable `f`, effective Hamiltonians are the Hermitian matrices whose expectation
values are the linearised energies `f r + Df(r)(v v* - r)`. -/
theorem isEffectiveHamiltonian_iff (f : Herm ι → ℝ) (r H : Herm ι)
    (hf : DifferentiableAt ℝ f r) :
    IsEffectiveHamiltonian f r H ↔ ∀ v : ι → ℂ, star v ⬝ᵥ v = 1 →
      expect H v = f r + fderiv ℝ f r (pureState v - r) := by
  have hd : ∀ v : ι → ℂ, HasDerivAt (fun t : ℝ => f (r + t • (pureState v - r)))
      (fderiv ℝ f r (pureState v - r)) 0 := fun v => hf.hasFDerivAt.hasLineDerivAt _
  constructor
  · intro h v hv
    have := (h v hv).unique (hd v)
    linarith
  · intro h v hv
    rw [h v hv, add_sub_cancel_left]
    exact hd v
```

The construction of $H$ is then carried out at any Hermitian reference `r`. In the code, `c` is the shift $f(r)-L(r)$, and `hρ` computes $\mathrm{tr}(H\rho)=f(r)+L(\rho-r)$ for every Hermitian $\rho$ of unit trace. Setting $\rho=vv^*$ shows that $H$ is an effective Hamiltonian.

```lean
/-- If `f` is differentiable at `r`, there is exactly one effective Hamiltonian at `r`, and its
trace against any unit-trace `ρ` is the linearised energy `f r + Df(r)(ρ - r)`. -/
theorem effectiveHamiltonian_general (f : Herm ι → ℝ) (r : Herm ι)
    (hf : DifferentiableAt ℝ f r) :
    ∃ H : Herm ι, IsEffectiveHamiltonian f r H ∧
      (∀ K, IsEffectiveHamiltonian f r K → K = H) ∧
      ∀ ρ : Herm ι, trace ρ.1 = 1 →
        (trace (H.1 * ρ.1)).re = f r + fderiv ℝ f r (ρ - r) := by
  obtain ⟨G, hG⟩ := exists_gradient (fderiv ℝ f r).toLinearMap
  have hG' : ∀ A : Herm ι, (trace (G.1 * A.1)).re = fderiv ℝ f r A := hG
  let c : ℝ := f r - fderiv ℝ f r r
  -- the gradient, shifted by a constant energy
  let H : Herm ι := G + c • identity
  have hρ : ∀ ρ : Herm ι, trace ρ.1 = 1 →
      (trace (H.1 * ρ.1)).re = f r + fderiv ℝ f r (ρ - r) := by
    intro ρ h1
    have h2 : trace (H.1 * ρ.1) = trace (G.1 * ρ.1) + c • trace ρ.1 := by
      show trace ((G.1 + c • (1 : Matrix ι ι ℂ)) * ρ.1) = _
      rw [add_mul, trace_add, Matrix.smul_mul, one_mul, trace_smul]
    have h3 : (c • (1 : ℂ)).re = c := by simp
    rw [h2, h1, Complex.add_re, h3, hG', map_sub]
    show _ + (f r - fderiv ℝ f r r) = _
    ring
  have hH : IsEffectiveHamiltonian f r H := by
    refine (isEffectiveHamiltonian_iff f r H hf).mpr fun v hv => ?_
    have ht : trace (pureState v).1 = 1 := by
      refine Eq.trans ?_ hv
      exact Finset.sum_congr rfl fun i _ => mul_comm _ _
    have h := hρ (pureState v) ht
    rwa [trace_mul_pureState] at h
  exact ⟨H, hH, fun K hK => eq_of_expect K H fun v hv => by
    have := (hK v hv).unique (hH v hv)
    linarith, hρ⟩
```

At the equal-weight reference, setting $\rho=r$ removes the derivative term and leaves the trace identity. `Nonempty ι` is the condition $n\ge1$, and `∃!` states existence and uniqueness together.

```lean
/-- If `f` is differentiable at the equal-weight reference, there is exactly one effective
Hamiltonian there, and its trace divided by the dimension is the functional's value at the
reference. -/
theorem effectiveHamiltonian_mixed [Nonempty ι] (f : Herm ι → ℝ)
    (hf : DifferentiableAt ℝ f mixed) :
    (∃! H : Herm ι, IsEffectiveHamiltonian f mixed H) ∧
      ∀ H : Herm ι, IsEffectiveHamiltonian f mixed H →
        trace H.1 / (Fintype.card ι : ℂ) = (f mixed : ℂ) := by
  obtain ⟨H, hH, huniq, hρ⟩ := effectiveHamiltonian_general f mixed hf
  refine ⟨⟨H, hH, huniq⟩, fun K hK => ?_⟩
  rw [huniq K hK]
  have hcard : (Fintype.card ι : ℂ) ≠ 0 := by exact_mod_cast Fintype.card_ne_zero
  have h1 : trace (mixed : Herm ι).1 = 1 := by
    show trace (((Fintype.card ι : ℝ)⁻¹) • (1 : Matrix ι ι ℂ)) = 1
    rw [trace_smul, trace_one, Complex.real_smul]
    push_cast
    exact inv_mul_cancel₀ hcard
  have h2 : trace (H.1 * (mixed : Herm ι).1) = trace H.1 / (Fintype.card ι : ℂ) := by
    show trace (H.1 * (((Fintype.card ι : ℝ)⁻¹) • (1 : Matrix ι ι ℂ))) = _
    rw [Matrix.mul_smul, mul_one, trace_smul, Complex.real_smul]
    push_cast
    rw [div_eq_mul_inv, mul_comm]
  have h3 := hρ mixed h1
  rw [sub_self, map_zero, add_zero] at h3
  rw [← h2]
  exact Complex.ext (by simpa using h3) (by simpa using trace_mul_im H mixed)
```

**Q.** Would a colleague working in another basis get the same Hamiltonian?

**A.** Yes, up to the change of basis itself. For unitary $U$, the colleague's functional is $\rho\mapsto f(U\rho U^*)$ and the reference is $U^*rU$. The theorem says that $U^*HU$ is then an effective Hamiltonian. The proof moves each line of density matrices to the original basis (`hA`, `hR`, `hP`), matches the expectation values (`hE`), and applies the hypothesis to the unit vector $Uv$. The equal-weight reference is itself unchanged by $U$.

```lean
/-- Under a unitary change of basis of the functional and the reference, an effective Hamiltonian
transforms by the same unitary. -/
theorem effectiveHamiltonian_rotate (f : Herm ι → ℝ) (r H : Herm ι) (U : Matrix ι ι ℂ)
    (hU : U * Uᴴ = 1) (h : IsEffectiveHamiltonian f r H) :
    IsEffectiveHamiltonian (fun ρ => f (rotate U ρ)) (rotate Uᴴ r) (rotate Uᴴ H) := by
  intro v hv
  have hU' : Uᴴ * U = 1 := mul_eq_one_comm.mp hU
  have hunit : star (U *ᵥ v) ⬝ᵥ (U *ᵥ v) = 1 := by
    rw [star_mulVec, ← dotProduct_mulVec, mulVec_mulVec, hU', one_mulVec, hv]
  have hR : ∀ A : Herm ι, rotate U (rotate Uᴴ A) = A := by
    intro A
    apply Subtype.ext
    show U * (Uᴴ * A.1 * Uᴴᴴ) * Uᴴ = A.1
    calc U * (Uᴴ * A.1 * Uᴴᴴ) * Uᴴ = (U * Uᴴ) * A.1 * (U * Uᴴ) := by
          rw [conjTranspose_conjTranspose]
          simp only [Matrix.mul_assoc]
      _ = A.1 := by rw [hU, one_mul, mul_one]
  have hP : rotate U (pureState v) = pureState (U *ᵥ v) := by
    apply Subtype.ext
    show U * vecMulVec v (star v) * Uᴴ = vecMulVec (U *ᵥ v) (star (U *ᵥ v))
    rw [star_mulVec, Matrix.mul_vecMulVec, Matrix.vecMulVec_mul]
  have hE : expect (rotate Uᴴ H) v = expect H (U *ᵥ v) := by
    show (star v ⬝ᵥ (Uᴴ * H.1 * Uᴴᴴ) *ᵥ v).re = (star (U *ᵥ v) ⬝ᵥ H.1 *ᵥ (U *ᵥ v)).re
    rw [conjTranspose_conjTranspose, star_mulVec, ← dotProduct_mulVec]
    simp only [mulVec_mulVec, Matrix.mul_assoc]
  -- a change of basis maps lines of density matrices to lines
  have hA : ∀ (a b : Herm ι) (t : ℝ),
      rotate U (a + t • (b - a)) = rotate U a + t • (rotate U b - rotate U a) := by
    intro a b t
    apply Subtype.ext
    show U * (a.1 + t • (b.1 - a.1)) * Uᴴ
      = U * a.1 * Uᴴ + t • (U * b.1 * Uᴴ - U * a.1 * Uᴴ)
    simp only [mul_add, add_mul, mul_sub, sub_mul, Matrix.mul_smul, Matrix.smul_mul]
  simp only [hA, hR, hP, hE]
  exact h (U *ᵥ v) hunit

end

end LinearizedPairDensityFunctional
```

```lean
#print axioms LinearizedPairDensityFunctional.effectiveHamiltonian_mixed
-- 'LinearizedPairDensityFunctional.effectiveHamiltonian_mixed' depends on axioms: [propext, Classical.choice, Quot.sound]
#print axioms LinearizedPairDensityFunctional.effectiveHamiltonian_rotate
-- 'LinearizedPairDensityFunctional.effectiveHamiltonian_rotate' depends on axioms: [propext, Classical.choice, Quot.sound]
```

**Q.** So what may I conclude for a calculation?

**A.** In linearised pair-density functional theory, with a finite model space, fixed orbitals and a functional differentiable at the equal-weight reference, you may diagonalise one Hermitian matrix to obtain the states and their linearised energies. How close those energies are to the values $f(vv^*)$ is a separate question: in your example the state $(1,0)$ has $3/4$ in place of $1$.
